# For $\rho>0$, distinct $d_i$ and nonzero $u_i$, $D+\rho\,uu^T$ has exactly one eigenvalue between neighbouring $d_i$

Let $D=\mathrm{diag}(d_i)$ be a finite real diagonal matrix, $u$ a real vector and $\rho$ a real number. The updated matrix is $A=D+\rho\,uu^T$, and $u\cdot x=\sum_i u_i x_i$. Eigenvectors need not be normalised.

```lean
import Mathlib

open Matrix

namespace RankOneSecular

noncomputable section

variable {ι : Type*} [Fintype ι] [DecidableEq ι] {d u : ι → ℝ} {ρ : ℝ}
```

The labels $i$ come from a finite set `ι`. A function `ι → ℝ` is a real vector, so `d` and `u` are lists of components.

```lean
/-- The rank-one update `D + ρ u uᵀ` of the diagonal matrix `D = diag(d)`. -/
def update (d u : ι → ℝ) (ρ : ℝ) : Matrix ι ι ℝ :=
  Matrix.diagonal d + ρ • Matrix.vecMulVec u u
```

This is $A$: `vecMulVec u u` is the matrix with entries $u_iu_j$.

```lean
/-- The real number `z` is an eigenvalue of `A`: some nonzero `x` satisfies `A x = z x`. -/
def IsEigenvalue (A : Matrix ι ι ℝ) (z : ℝ) : Prop :=
  ∃ x : ι → ℝ, x ≠ 0 ∧ A *ᵥ x = z • x
```

A real $z$ is an eigenvalue if $Ax=zx$ for some $x\neq0$. The symbol `*ᵥ` applies a matrix to a vector, and `•` multiplies by a scalar.

```lean
/-- The secular function `1 + ρ ∑ u_i² / (d_i - z)`, for `z` different from every `d_i`. -/
def secular (d u : ι → ℝ) (ρ z : ℝ) : ℝ :=
  1 + ρ * ∑ i, u i ^ 2 / (d i - z)
```

This is the secular function
$$f(z)=1+\rho\sum_i\frac{u_i^2}{d_i-z}.$$
Lean sets division by zero to zero, so `secular` has a value even at a pole, but the theorems use it only away from the poles.

## From the eigenvalue equation to the secular equation

```lean
/-- The updated matrix acts by `(A x)_i = d_i x_i + ρ (u·x) u_i`. -/
theorem update_apply (x : ι → ℝ) (i : ι) :
    (update d u ρ *ᵥ x) i = d i * x i + ρ * (u ⬝ᵥ x) * u i := by
  have h : (Matrix.vecMulVec u u *ᵥ x) i = u i * (u ⬝ᵥ x) := by
    simp only [Matrix.mulVec, dotProduct, Matrix.vecMulVec_apply, Finset.mul_sum, mul_assoc]
  rw [update, Matrix.add_mulVec, Matrix.smul_mulVec, Pi.add_apply, Pi.smul_apply,
    Matrix.mulVec_diagonal, h, smul_eq_mul]
  ring
```

In components, $(Ax)_i=d_ix_i+\rho(u\cdot x)u_i$. The perturbation sees $x$ only through the number $u\cdot x$.

```lean
/-- Away from the `d_i`, every solution of `A x = z x` is a multiple of the vector with
components `u_i / (d_i - z)`. -/
theorem eigenvector_component {z : ℝ} (hz : ∀ i, z ≠ d i) {x : ι → ℝ}
    (hx : update d u ρ *ᵥ x = z • x) (i : ι) :
    x i = -(ρ * (u ⬝ᵥ x)) * (u i / (d i - z)) := by
  have h := congrFun hx i
  rw [update_apply, Pi.smul_apply, smul_eq_mul] at h
  rw [← mul_div_assoc, eq_div_iff (sub_ne_zero.mpr (hz i).symm)]
  linear_combination h
```

If $Ax=zx$, then $(d_i-z)x_i=-\rho(u\cdot x)u_i$. Since $z\neq d_i$, we may divide:
$$x_i=-\rho(u\cdot x)\frac{u_i}{d_i-z}.$$
The tactic `linear_combination h` checks that the goal follows from equation `h` by algebra.

```lean
/-- A number `z` different from every `d_i` is an eigenvalue of `D + ρ u uᵀ` exactly when it
solves the secular equation. -/
theorem eigenvalue_iff_secular {z : ℝ} (hz : ∀ i, z ≠ d i) :
    IsEigenvalue (update d u ρ) z ↔ secular d u ρ z = 0 := by
  constructor
  · rintro ⟨x, hx0, hx⟩
    have hc := eigenvector_component hz hx
    have hs : u ⬝ᵥ x ≠ 0 := by
      intro h
      apply hx0
      ext i
      rw [hc i, h]
      simp
    -- contract the eigenvector with u
    have hsum : u ⬝ᵥ x = -(ρ * (u ⬝ᵥ x)) * ∑ i, u i ^ 2 / (d i - z) := by
      calc u ⬝ᵥ x = ∑ i, u i * x i := rfl
        _ = ∑ i, -(ρ * (u ⬝ᵥ x)) * (u i ^ 2 / (d i - z)) :=
            Finset.sum_congr rfl fun i _ => by rw [hc i]; ring
        _ = _ := (Finset.mul_sum _ _ _).symm
    apply mul_left_cancel₀ hs
    rw [secular]
    linear_combination hsum
  · intro h
    rw [secular] at h
    have hS : u ⬝ᵥ (fun i => u i / (d i - z)) = ∑ i, u i ^ 2 / (d i - z) := by
      simp only [dotProduct]
      exact Finset.sum_congr rfl fun i _ => by ring
    refine ⟨fun i => u i / (d i - z), ?_, ?_⟩
    · intro h0
      rw [h0, dotProduct_zero] at hS
      rw [← hS] at h
      norm_num at h
    · ext i
      rw [update_apply, hS, Pi.smul_apply, smul_eq_mul]
      have e : (d i - z) * (u i / (d i - z)) = u i :=
        mul_div_cancel₀ _ (sub_ne_zero.mpr (hz i).symm)
      linear_combination e + u i * h
```

Suppose first that $z$ is an eigenvalue. If $u\cdot x$ vanished, the last formula would give $x=0$, so $u\cdot x\neq0$. Multiplying the formula by $u_i$ and summing gives
$$u\cdot x=-\rho(u\cdot x)\sum_i\frac{u_i^2}{d_i-z},$$
and cancelling $u\cdot x$ leaves $f(z)=0$.

Conversely, let $f(z)=0$ and take $x_i=u_i/(d_i-z)$. Then $\rho(u\cdot x)=-1$, so $x\neq0$, and
$$(Ax)_i=d_ix_i-u_i=d_ix_i-(d_i-z)x_i=zx_i.$$
A normalised eigenvector, unique up to sign, is $x$ divided by $\sqrt{\sum_i u_i^2/(d_i-z)^2}$.

```lean
/-- If the `d_i` are distinct, `ρ ≠ 0` and `u_k ≠ 0`, then `d_k` is not an eigenvalue of
`D + ρ u uᵀ`. -/
theorem pole_not_eigenvalue (hd : Function.Injective d) (hρ : ρ ≠ 0) {k : ι} (hu : u k ≠ 0) :
    ¬ IsEigenvalue (update d u ρ) (d k) := by
  rintro ⟨x, hx0, hx⟩
  have row : ∀ i, d i * x i + ρ * (u ⬝ᵥ x) * u i = d k * x i := fun i => by
    have h := congrFun hx i
    rwa [update_apply, Pi.smul_apply, smul_eq_mul] at h
  -- row k gives u·x = 0, the other rows give x i = 0
  have hs : u ⬝ᵥ x = 0 := by
    have h : ρ * (u ⬝ᵥ x) * u k = 0 := by linear_combination row k
    simpa [hρ, hu] using h
  have hoff : ∀ i, i ≠ k → x i = 0 := fun i hi => by
    have h : (d i - d k) * x i = 0 := by linear_combination row i - ρ * u i * hs
    exact (mul_eq_zero.mp h).resolve_left (sub_ne_zero.mpr (hd.ne hi))
  have e : u ⬝ᵥ x = u k * x k :=
    Finset.sum_eq_single k (fun i _ hi => by rw [hoff i hi, mul_zero]) (by simp)
  rw [e] at hs
  apply hx0
  ext i
  by_cases hi : i = k
  · rw [hi]
    exact (mul_eq_zero.mp hs).resolve_left hu
  · exact hoff i hi
```

Now try $z=d_k$. Row $k$ reads $\rho(u\cdot x)u_k=0$, so $u\cdot x=0$. Every other row becomes $(d_i-d_k)x_i=0$, so $x_i=0$ for $i\neq k$. What remains of $u\cdot x=0$ is $u_kx_k=0$, hence $x=0$, which is excluded.

## One root in each gap

```lean
omit [DecidableEq ι] in
/-- For `ρ > 0` and `u ≠ 0`, the secular function is smaller at `z` than at `w` whenever `z < w` and
every `d_i` lies strictly below both points or strictly above both. -/
theorem secular_lt (hρ : 0 < ρ) {p : ι} (hp : u p ≠ 0) {z w : ℝ} (hzw : z < w)
    (h : ∀ i, 0 < (d i - z) * (d i - w)) : secular d u ρ z < secular d u ρ w := by
  have term : ∀ i, u i ^ 2 / (d i - w) - u i ^ 2 / (d i - z)
      = u i ^ 2 * (w - z) / ((d i - z) * (d i - w)) := fun i => by
    have h1 : d i - z ≠ 0 := left_ne_zero_of_mul (h i).ne'
    have h2 : d i - w ≠ 0 := right_ne_zero_of_mul (h i).ne'
    rw [div_sub_div _ _ h2 h1, mul_comm (d i - w) (d i - z)]
    congr 1
    ring
  have hw : 0 < w - z := sub_pos.mpr hzw
  have hsum : ∑ i, u i ^ 2 / (d i - z) < ∑ i, u i ^ 2 / (d i - w) := by
    refine Finset.sum_lt_sum (fun i _ => ?_) ⟨p, Finset.mem_univ p, ?_⟩
    · have := div_nonneg (mul_nonneg (sq_nonneg (u i)) hw.le) (h i).le
      linarith [term i]
    · have := div_pos (mul_pos (pow_pos (abs_pos.mpr hp) 2) hw) (h p)
      rw [sq_abs] at this
      linarith [term p]
  have := mul_lt_mul_of_pos_left hsum hρ
  unfold secular
  linarith
```

Let $z<w$ lie on the same side of every $d_i$, which the code expresses as $(d_i-z)(d_i-w)>0$. Then
$$\frac{u_i^2}{d_i-w}-\frac{u_i^2}{d_i-z}=\frac{u_i^2(w-z)}{(d_i-z)(d_i-w)}\ge0,$$
strictly for the label $p$ with $u_p\neq0$. Summing and multiplying by $\rho>0$ gives $f(z)<f(w)$.

```lean
/-- For `ρ > 0` the secular equation has a solution strictly between `d_p < d_q` if `u_p` and `u_q`
are nonzero and every other label `i` has `d_i` outside `[d_p, d_q]`. -/
theorem secular_root_in_gap (hρ : 0 < ρ) {p q : ι} (hpq : d p < d q) (hp : u p ≠ 0)
    (hq : u q ≠ 0) (hgap : ∀ i, i ≠ p → i ≠ q → d i < d p ∨ d q < d i) :
    ∃ z ∈ Set.Ioo (d p) (d q), secular d u ρ z = 0 := by
  have hne : q ≠ p := by
    rintro rfl
    exact lt_irrefl _ hpq
  -- R collects the terms without a pole in the closed gap
  obtain ⟨R, hR⟩ : ∃ R : ℝ → ℝ, R = fun z =>
      ∑ i ∈ (Finset.univ.erase p).erase q, u i ^ 2 / (d i - z) := ⟨_, rfl⟩
  have split : ∀ z, ∑ i, u i ^ 2 / (d i - z)
      = u p ^ 2 / (d p - z) + (u q ^ 2 / (d q - z) + R z) := fun z => by
    have h1 := Finset.add_sum_erase Finset.univ (fun i => u i ^ 2 / (d i - z))
      (Finset.mem_univ p)
    have h2 := Finset.add_sum_erase (Finset.univ.erase p) (fun i => u i ^ 2 / (d i - z))
      (Finset.mem_erase.mpr ⟨hne, Finset.mem_univ q⟩)
    rw [hR]
    exact h1.symm.trans (congrArg (fun t => u p ^ 2 / (d p - z) + t) h2.symm)
  have hRc : ContinuousOn R (Set.Icc (d p) (d q)) := by
    rw [hR]
    refine continuousOn_finsetSum _ fun i hi => continuousOn_const.div
      (continuousOn_const.sub continuousOn_id) fun z hz => ?_
    have hi1 := Finset.mem_erase.mp hi
    rcases hgap i (Finset.mem_erase.mp hi1.2).1 hi1.1 with h | h
    · exact sub_ne_zero.mpr (h.trans_le hz.1).ne
    · exact sub_ne_zero.mpr (hz.2.trans_lt h).ne'
  have hG : ContinuousOn (fun z => (z - d p) * (d q - z) * (1 + ρ * R z)
      - ρ * u p ^ 2 * (d q - z) + ρ * u q ^ 2 * (z - d p)) (Set.Icc (d p) (d q)) := by
    fun_prop
  have h1 : 0 < ρ * u p ^ 2 * (d q - d p) :=
    mul_pos (mul_pos hρ (by positivity)) (sub_pos.mpr hpq)
  have h2 : 0 < ρ * u q ^ 2 * (d q - d p) :=
    mul_pos (mul_pos hρ (by positivity)) (sub_pos.mpr hpq)
  obtain ⟨z, hz, h0⟩ := intermediate_value_Ioo hpq.le hG (show (0 : ℝ) ∈ Set.Ioo _ _ from
    ⟨by simp only [sub_self, zero_mul, mul_zero]; linarith,
     by simp only [sub_self, zero_mul, mul_zero]; linarith⟩)
  beta_reduce at h0
  refine ⟨z, hz, ?_⟩
  have n1 : d p - z ≠ 0 := sub_ne_zero.mpr hz.1.ne
  have n2 : d q - z ≠ 0 := sub_ne_zero.mpr hz.2.ne'
  have e1 : u p ^ 2 / (d p - z) * (d p - z) = u p ^ 2 := div_mul_cancel₀ _ n1
  have e2 : u q ^ 2 / (d q - z) * (d q - z) = u q ^ 2 := div_mul_cancel₀ _ n2
  apply mul_left_cancel₀ (mul_ne_zero n1 n2)
  rw [secular, split]
  linear_combination -h0 + ρ * (d q - z) * e1 + ρ * (d p - z) * e2
```

Let $d_p<d_q$, with $d_i$ outside $[d_p,d_q]$ for every other label $i$. Let $R(z)$ be the sum of $u_i^2/(d_i-z)$ over these other labels, which is continuous on $[d_p,d_q]$. Multiplying $f$ by $(z-d_p)(d_q-z)$ removes the two poles:
$$G(z)=(z-d_p)(d_q-z)(1+\rho R(z))-\rho u_p^2(d_q-z)+\rho u_q^2(z-d_p).$$
At the ends, $G(d_p)=-\rho u_p^2(d_q-d_p)<0$ and $G(d_q)=\rho u_q^2(d_q-d_p)>0$. The intermediate value theorem (`intermediate_value_Ioo`) gives an interior zero of $G$, where the multiplying factor is nonzero, so $f=0$ there.

```lean
/-- For `d_0 < ... < d_n`, `ρ > 0` and all `u_i ≠ 0`: no `d_i` is an eigenvalue of
`D + ρ u uᵀ`, any other `z` is one exactly when it solves the secular equation, and each
interval `(d_k, d_(k+1))` contains exactly one eigenvalue. -/
theorem rank_one_update_spectrum {n : ℕ} {d u : Fin (n + 1) → ℝ} {ρ : ℝ}
    (hd : StrictMono d) (hρ : 0 < ρ) (hu : ∀ i, u i ≠ 0) :
    (∀ i, ¬ IsEigenvalue (update d u ρ) (d i)) ∧
    (∀ z, (∀ i, z ≠ d i) → (IsEigenvalue (update d u ρ) z ↔ secular d u ρ z = 0)) ∧
    ∀ k : Fin n, ∃! z, z ∈ Set.Ioo (d k.castSucc) (d k.succ) ∧
      IsEigenvalue (update d u ρ) z := by
  refine ⟨fun i => pole_not_eigenvalue hd.injective hρ.ne' (hu i),
    fun z hz => eigenvalue_iff_secular hz, fun k => ?_⟩
  -- two points of the gap lie on the same side of every pole
  have same : ∀ z ∈ Set.Ioo (d k.castSucc) (d k.succ),
      ∀ w ∈ Set.Ioo (d k.castSucc) (d k.succ), ∀ i, 0 < (d i - z) * (d i - w) := by
    intro z hz w hw i
    rcases le_or_gt i k.castSucc with h | h
    · have := hd.monotone h
      exact mul_pos_of_neg_of_neg (by linarith [hz.1]) (by linarith [hw.1])
    · have := hd.monotone (Fin.castSucc_lt_iff_succ_le.mp h)
      exact mul_pos (by linarith [hz.2]) (by linarith [hw.2])
  have off : ∀ z ∈ Set.Ioo (d k.castSucc) (d k.succ), ∀ i, z ≠ d i := by
    intro z hz i h
    have h1 := same z hz z hz i
    rw [h] at h1
    simp at h1
  obtain ⟨z, hz, h0⟩ := secular_root_in_gap hρ (hd k.castSucc_lt_succ) (hu _) (hu _)
    (fun i hp hq => by
      rcases lt_or_gt_of_ne hp with h | h
      · exact Or.inl (hd h)
      · exact Or.inr (hd (lt_of_le_of_ne (Fin.castSucc_lt_iff_succ_le.mp h) hq.symm)))
  refine ⟨z, ⟨hz, (eigenvalue_iff_secular (off z hz)).mpr h0⟩, ?_⟩
  rintro w ⟨hw, hwe⟩
  have hw0 := (eigenvalue_iff_secular (off w hw)).mp hwe
  rcases lt_trichotomy w z with h | h | h
  · linarith [secular_lt hρ (hu 0) h (same w hw z hz)]
  · exact h
  · linarith [secular_lt hρ (hu 0) h (same z hz w hw)]

end

end RankOneSecular
```

The labels are now $0,\dots,n$, and `StrictMono d` says $d_0<\dots<d_n$. For `k : Fin n`, `k.castSucc` and `k.succ` are the labels $k$ and $k+1$; `∃!` means "exactly one". For $n=0$ there are no gaps.

The first two claims are the earlier theorems. In each gap, the previous lemma supplies a root, and two different roots would contradict $f(z)<f(w)$. The gaps account for $n$ of the $n+1$ eigenvalues; the theorem does not locate the last.

For a finite scheme of distinct levels $d_i$ with a separable repulsive perturbation $\rho\,uu^T$ whose couplings $u_i$ are real and all nonzero, this places exactly one shifted level between each pair of neighbouring unperturbed levels.

Divide-and-conquer eigensolvers for symmetric tridiagonal matrices meet this problem when they join two solved halves. They first split off negligible $u_i$ and nearly equal $d_i$, then run a root finder in each gap and for the one remaining eigenvalue outside the gaps. The theorem concerns exact real arithmetic, not rounding.

A complex Hermitian model would use $uu^\dagger$ and replace $u_i^2$ by $|u_i|^2$. This would admit complex couplings, while $f$ would stay real at real $z$ and the ordering arguments would keep their form.

```lean
#print axioms RankOneSecular.rank_one_update_spectrum
-- 'RankOneSecular.rank_one_update_spectrum' depends on axioms: [propext, Classical.choice, Quot.sound]
```
